# The pressure per spin of a rigidly aligned block tends to |h| for any fixed boundary field

A block of N + 1 spins, locked together so that all point up or all point down, has just two states, and with a dimensionless field h on each spin and a boundary field s on the block as a whole its partition function is 2 cosh((N + 1)h + s). The theorem says that the logarithm of this sum, divided by N + 1, tends to |h| as N → ∞, for every real h and every real s that does not change with N. The proof first shows that log(2 cosh t) lies between |t| and |t| + log 2. It then squeezes the pressure between |h| − |s|/(N + 1) and |h| + (|s| + log 2)/(N + 1), both of which tend to |h|.

Lean 4 with Mathlib refuses this proof:

```lean
import Mathlib

open Filter Topology Set

namespace GriffithsLemma

noncomputable section

/-- Pressure of a block of `N + 1` rigidly aligned spins (all up or all down) in a field `h`,
with an additional boundary field `s` acting on the block as a whole. -/
def blockPressure (s : ℝ) (N : ℕ) (h : ℝ) : ℝ :=
  Real.log (2 * Real.cosh (((N : ℝ) + 1) * h + s)) / ((N : ℝ) + 1)

/-- In the thermodynamic limit the block pressure tends to `|h|`, for every boundary field. -/
theorem blockPressure_tendsto (s h : ℝ) :
    Tendsto (fun N => blockPressure s N h) atTop (𝓝 |h|) := by
  -- the two-state sum is dominated by its larger term
  have key : ∀ t : ℝ, |t| ≤ Real.log (2 * Real.cosh t) ∧
      Real.log (2 * Real.cosh t) ≤ |t| + Real.log 2 := by
    intro t
    have hpos : 0 < 2 * Real.cosh t := mul_pos two_pos (Real.cosh_pos t)
    have h2 : 2 * Real.cosh t = Real.exp |t| + Real.exp (-|t|) := by
      rw [← Real.cosh_abs t, Real.cosh_eq]; ring
    have h3 : Real.exp (-|t|) ≤ Real.exp |t| :=
      Real.exp_le_exp.2 (by linarith [abs_nonneg t])
    constructor
    · rw [Real.le_log_iff_exp_le hpos]
      linarith [Real.exp_pos (-|t|)]
    · rw [Real.log_le_iff_le_exp hpos, Real.exp_add, Real.exp_log two_pos]
      linarith
  have h0 := tendsto_one_div_add_atTop_nhds_zero_nat (𝕜 := ℝ)
  have hlo : Tendsto (fun N : ℕ => |h| - |s| * (1 / ((N : ℝ) + 1))) atTop (𝓝 |h|) := by
    simpa using (h0.const_mul |s|).const_sub |h|
  have hhi : Tendsto (fun N : ℕ => |h| + (|s| + Real.log 2) * (1 / ((N : ℝ) + 1)))
      atTop (𝓝 |h|) := by
    simpa using (h0.const_mul (|s| + Real.log 2)).const_add |h|
  refine tendsto_of_tendsto_of_tendsto_of_le_of_le hlo hhi (fun N => ?_) (fun N => ?_)
  all_goals
    have hn : (0 : ℝ) < (N : ℝ) + 1 := by positivity
    have hi : 1 / ((N : ℝ) + 1) * ((N : ℝ) + 1) = 1 := one_div_mul_cancel hn.ne'
    have ha : |((N : ℝ) + 1) * h| = ((N : ℝ) + 1) * |h| := by rw [abs_mul, abs_of_pos hn]
    obtain ⟨k1, k2⟩ := key (((N : ℝ) + 1) * h + s)
    dsimp only [blockPressure]
  · have h1 := abs_add_le (((N : ℝ) + 1) * h + s) (-s)
    rw [abs_neg, add_neg_cancel_right, ha] at h1
    rw [le_div_iff₀ hn, sub_mul, mul_assoc, hi]
    linarith
  · have h1 := abs_add_le (((N : ℝ) + 1) * h) s
    rw [ha] at h1
    rw [div_le_iff₀ hn, add_mul, mul_assoc (|s| + Real.log 2), hi]
    linarith

end

end GriffithsLemma
```

The compiler's answer:

```
Main.lean:50:33: error: Tactic `rewrite` failed: Did not find an occurrence of the pattern
  (|s| + Real.log 2) * ?b * ?c
in the target expression
  Real.log (2 * Real.cosh (↑N * h + 1 * h + s)) ≤ (|h| + (|s| + Real.log 2) * (1 / (↑N + 1))) * (↑N + 1)

case refine_2
s h : ℝ
key : ∀ (t : ℝ), |t| ≤ Real.log (2 * Real.cosh t) ∧ Real.log (2 * Real.cosh t) ≤ |t| + Real.log 2
h0 : Tendsto (fun n => 1 / (↑n + 1)) atTop (𝓝 0)
hlo : Tendsto (fun N => |h| - |s| * (1 / (↑N + 1))) atTop (𝓝 |h|)
hhi : Tendsto (fun N => |h| + (|s| + Real.log 2) * (1 / (↑N + 1))) atTop (𝓝 |h|)
N : ℕ
hn : 0 < ↑N + 1
hi : 1 / (↑N + 1) * (↑N + 1) = 1
ha : |(↑N + 1) * h| = (↑N + 1) * |h|
k1 : |(↑N + 1) * h + s| ≤ Real.log (2 * Real.cosh ((↑N + 1) * h + s))
k2 : Real.log (2 * Real.cosh ((↑N + 1) * h + s)) ≤ |(↑N + 1) * h + s| + Real.log 2
h1 : |(↑N + 1) * h + s| ≤ (↑N + 1) * |h| + |s|
⊢ Real.log (2 * Real.cosh (↑N * h + 1 * h + s)) ≤ (|h| + (|s| + Real.log 2) * (1 / (↑N + 1))) * (↑N + 1)
```

The change, after which it compiles:

```diff
@@ -15,5 +15,5 @@
 theorem blockPressure_tendsto (s h : ℝ) :
     Tendsto (fun N => blockPressure s N h) atTop (𝓝 |h|) := by
-  -- the two-state sum is dominated by its larger term
+  -- the two-state sum lies between its largest term and twice that term
   have key : ∀ t : ℝ, |t| ≤ Real.log (2 * Real.cosh t) ∧
       Real.log (2 * Real.cosh t) ≤ |t| + Real.log 2 := by
@@ -48,5 +48,5 @@
   · have h1 := abs_add_le (((N : ℝ) + 1) * h) s
     rw [ha] at h1
-    rw [div_le_iff₀ hn, add_mul, mul_assoc (|s| + Real.log 2), hi]
+    rw [div_le_iff₀ hn, add_mul (|h|), mul_assoc (|s| + Real.log 2), hi]
     linarith
 
```

Diagnosis. The error is in the upper bound. After `div_le_iff₀ hn` the goal has three products of a sum with another factor: `(↑N + 1) * h`, inside the cosh on the left; the whole bound times `↑N + 1`, on the right; and, within that bound, `(|s| + Real.log 2) * (1 / (↑N + 1))`. The rewrite was meant to expand the whole right side, but a bare `add_mul` fits any of the three, and `rw` settled on the one in the cosh. The printed goal shows the result: the cosh now contains `↑N * h + 1 * h`, while the right side is still an unexpanded product. `mul_assoc (|s| + Real.log 2)` needs a product of the form `(|s| + Real.log 2) * ?b * ?c`, which would have appeared only once the right side was expanded, so Lean reports that the pattern is missing.

Writing `add_mul (|h|)` fixes the first summand as `|h|`, which only the whole right side matches. The expansion then yields the product `mul_assoc` needs, `hi` reduces `1 / (↑N + 1) * (↑N + 1)` to 1, and `linarith` finishes from `k2` and `h1`. The reworded comment has no effect on the error.
